# Mulliken populations of an atom are nonnegative for all positive semidefinite density matrices exactly when its basis functions do not overlap the others

After a self-consistent-field calculation in an atom-centred basis, the electrons are often divided among the atoms by Mulliken's scheme, and the populations are turned into partial charges. Now and then an orbital contributes a negative number of electrons to an atom. Before searching the program for a fault, one wants to know whether the scheme itself allows this.

It does whenever a basis function on the atom overlaps one elsewhere. For a finite basis with a positive semidefinite overlap matrix, an atom's population is nonnegative for every positive semidefinite density matrix if and only if all overlaps between its functions and the remaining ones vanish. If the overlap matrix is positive definite, normalised single orbitals already decide the matter.

## The population as a trace

Let the basis functions $\chi_i$ be labelled by a finite set, the type `n` below. Their overlaps $S_{ij}=\langle\chi_i|\chi_j\rangle$ form a complex matrix $S$. An orbital $\psi=\sum_i c_i\chi_i$ has squared norm $c^\dagger S c\ge 0$, which is what positive semidefiniteness of $S$ stands for. Positive definiteness says in addition that the basis is linearly independent.

```lean
import Mathlib

open Matrix
open scoped ComplexOrder MatrixOrder

namespace MullikenPopulation

noncomputable section

variable {n : Type*} [Fintype n] [DecidableEq n]
```

The opened scopes fix the order on complex numbers: `0 ≤ z` means that $z$ is real and nonnegative.

An atom enters only through the set $A$ of its basis functions, with no position or nuclear charge. Its functions are selected by the diagonal matrix $D$ with $D_{ii}=1$ for $i\in A$ and $D_{ii}=0$ otherwise.

```lean
/-- The diagonal 0-1 matrix that selects the basis functions in the set `A` of an atom. -/
def atomProj (A : Finset n) : Matrix n n ℂ :=
  Matrix.diagonal fun i => if i ∈ A then 1 else 0
```

The Mulliken operator of the atom is the symmetrised product
$$M=\tfrac12(DS+SD).$$

```lean
/-- The Mulliken population operator `(D S + S D) / 2` of the atom with basis functions `A`. -/
def mullikenOp (S : Matrix n n ℂ) (A : Finset n) : Matrix n n ℂ :=
  (1 / 2 : ℂ) • (atomProj A * S + S * atomProj A)
```

For a density matrix $P$ the population is $\operatorname{tr}(PM)$. With $P$ and $S$ Hermitian, this is the real part of the textbook gross population $\sum_{i\in A}(PS)_{ii}$, and it equals that sum when both matrices are real.

```lean
/-- The Mulliken population of the atom `A` for the density matrix `P`. -/
def population (P S : Matrix n n ℂ) (A : Finset n) : ℂ :=
  Matrix.trace (P * mullikenOp S A)
```

The definition accepts any complex matrix $P$; the theorems add positivity where they need it.

## An orbital built to go negative

Take $i\in A$ and $j\notin A$, and write $s=S_{ij}$ and $a=S_{ii}$. Let $e_i$ and $e_j$ be the coefficient vectors of the two functions alone. The candidate orbital is
$$c=-s\,e_i+(a+1)\,e_j .$$

```lean
/-- The orbital with coefficient `-S i j` on function `i` and `S i i + 1` on function `j`,
the two being added if `i = j`. -/
def testOrbital (S : Matrix n n ℂ) (i j : n) : n → ℂ :=
  fun k => (if k = i then -S i j else 0) + (if k = j then S i i + 1 else 0)
```

To find its population we need the entries of $M$. Multiplying by $D$ from the left keeps the rows in $A$, and from the right the columns in $A$. Hence, for any two functions $k$ and $l$,
$$M_{kl}=\tfrac12\big([k\in A]+[l\in A]\big)S_{kl},$$
where a bracket is 1 if its condition holds and 0 otherwise. An overlap within the atom counts fully, one between the atom and the rest counts half, and one outside the atom does not count.

```lean
/-- Each overlap enters the Mulliken operator with half a share for each of its two
functions that lies on the atom. -/
theorem mullikenOp_apply (S : Matrix n n ℂ) (A : Finset n) (i j : n) :
    mullikenOp S A i j =
      ((if i ∈ A then 1 else 0) + (if j ∈ A then 1 else 0)) / 2 * S i j := by
  simp only [mullikenOp, atomProj, Matrix.smul_apply, Matrix.add_apply,
    Matrix.diagonal_mul, Matrix.mul_diagonal, smul_eq_mul]
  ring
```

These weights also show that the scheme loses no electrons. If every function belongs to exactly one atom, the brackets for $k$ and for $l$ each sum to 1 over all atoms. The operators therefore add up to $S$, and the populations to $\operatorname{tr}(PS)$, the number of electrons.

```lean
/-- If every basis function is assigned to one atom, the Mulliken populations of all atoms
add up to `tr (P S)`. -/
theorem sum_population {K : Type*} [Fintype K] [DecidableEq K] (atom : n → K)
    (P S : Matrix n n ℂ) :
    ∑ k, population P S (Finset.univ.filter fun i => atom i = k) = Matrix.trace (P * S) := by
  have h : ∑ k, mullikenOp S (Finset.univ.filter fun i => atom i = k) = S := by
    ext i j
    simp only [Matrix.sum_apply, mullikenOp_apply, ← Finset.sum_mul, ← Finset.sum_div,
      Finset.sum_add_distrib, Finset.mem_filter, Finset.mem_univ, true_and,
      Finset.sum_ite_eq, if_true]
    ring
  simp only [population]
  rw [← Matrix.trace_sum, ← Finset.mul_sum, h]
```

Here `atom` assigns each basis function to an element of the finite type `K`, and the filtered set collects the functions of atom `k`.

One electron in a normalised orbital $c$ has the density matrix $P=cc^\dagger$, with entries $P_{kl}=c_k\overline{c_l}$. For any coefficient vector $c$, normalised or not, the population computed from this matrix is a quadratic form:
$$\operatorname{tr}(cc^\dagger M)=\sum_{k,l}c_k\overline{c_l}\,M_{lk}=c^\dagger Mc .$$

```lean
/-- For any coefficient vector `c`, normalised or not, the population for the matrix `c c†` is the
quadratic form `c† M c` of the Mulliken operator `M`. -/
theorem population_orbital (S : Matrix n n ℂ) (A : Finset n) (c : n → ℂ) :
    population (vecMulVec c (star c)) S A = star c ⬝ᵥ mullikenOp S A *ᵥ c := by
  simp only [population, Matrix.trace, Matrix.diag_apply, Matrix.mul_apply,
    Matrix.vecMulVec_apply, dotProduct, Matrix.mulVec, Finset.mul_sum]
  rw [Finset.sum_comm]
  refine Finset.sum_congr rfl fun k _ => Finset.sum_congr rfl fun l _ => ?_
  ring
```

In Lean, `vecMulVec c (star c)` is $cc^\dagger$. The proof expands both sides into double sums, exchanges the order of summation and compares terms.

For the candidate orbital only four entries of $M$ matter: $M_{ii}=a$, $M_{ij}=s/2$, $M_{ji}=\bar s/2$ and $M_{jj}=0$. Since $a$ is real,
$$c^\dagger Mc=a|s|^2-\tfrac12(a+1)|s|^2-\tfrac12(a+1)|s|^2=-|s|^2 .$$
The coefficient $a+1$ is chosen so that the cross terms outweigh the positive term by exactly $|s|^2$.

```lean
/-- For a Hermitian overlap matrix, `i` on the atom and `j` off it, the matrix `c c†` formed from
the test orbital `c`, which is in general not normalised, has Mulliken population `-|S i j|²` on the
atom. -/
theorem population_testOrbital {S : Matrix n n ℂ} (hS : S.IsHermitian) {A : Finset n}
    {i j : n} (hi : i ∈ A) (hj : j ∉ A) :
    population (vecMulVec (testOrbital S i j) (star (testOrbital S i j))) S A =
      -(Complex.normSq (S i j) : ℂ) := by
  -- sums against the orbital keep only the two functions `i` and `j`
  have hR : ∀ f : n → ℂ,
      f ⬝ᵥ testOrbital S i j = f i * (-S i j) + f j * (S i i + 1) := by
    intro f
    simp only [dotProduct, testOrbital, mul_add, mul_ite, mul_zero,
      Finset.sum_add_distrib, Finset.sum_ite_eq', Finset.mem_univ, if_true]
  have hc : ∀ k, (star (testOrbital S i j)) k =
      (if k = i then star (-S i j) else 0) + (if k = j then star (S i i + 1) else 0) := by
    intro k
    simp only [Pi.star_apply, testOrbital, star_add]
    split_ifs <;> simp
  have hL : ∀ f : n → ℂ, star (testOrbital S i j) ⬝ᵥ f =
      star (-S i j) * f i + star (S i i + 1) * f j := by
    intro f
    simp only [dotProduct, hc, add_mul, ite_mul, zero_mul,
      Finset.sum_add_distrib, Finset.sum_ite_eq', Finset.mem_univ, if_true]
  have hM : ∀ k, (mullikenOp S A *ᵥ testOrbital S i j) k =
      mullikenOp S A k i * (-S i j) + mullikenOp S A k j * (S i i + 1) :=
    fun k => hR (mullikenOp S A k)
  have hii : star (S i i) = S i i := hS.apply i i
  have hji : S j i = star (S i j) := (hS.apply j i).symm
  have hn : (Complex.normSq (S i j) : ℂ) = star (S i j) * S i j :=
    Complex.normSq_eq_conj_mul_self
  rw [population_orbital, hL, hM, hM, hn]
  simp only [mullikenOp_apply, hi, hj, if_true, if_false, star_neg, star_add, star_one,
    hii, hji]
  ring
```

The auxiliary facts `hR` and `hL` reduce sums against the orbital and its conjugate to the functions $i$ and $j$. Hermiticity supplies `hii`, that $a$ is real, and `hji`, that $S_{ji}=\bar s$; `ring` then does the cancellation.

This orbital is in general not normalised. With $b=S_{jj}$ its squared norm is
$$N=c^\dagger Sc=(a+1)^2b-(a+2)|s|^2,$$
so one electron in the normalised orbital has population $-|s|^2/N$. For normalised basis functions with overlap $s=1/2$ this is $-1/13$.

## Without cross overlaps the operator is positive

For the converse, let $P$ and $Q$ be positive semidefinite. Writing $P=B^\dagger B$ and moving factors cyclically under the trace gives
$$\operatorname{tr}(PQ)=\operatorname{tr}(B^\dagger BQ)=\operatorname{tr}(BQB^\dagger)\ge 0,$$
because $BQB^\dagger$ is again positive semidefinite.

```lean
/-- The trace of a product of two positive semidefinite matrices is real and nonnegative. -/
theorem trace_mul_nonneg {P Q : Matrix n n ℂ} (hP : P.PosSemidef) (hQ : Q.PosSemidef) :
    0 ≤ Matrix.trace (P * Q) := by
  -- `P` is a sum of matrices `Bᴴ B`
  have h := StarOrderedRing.nonneg_iff.mp (Matrix.nonneg_iff_posSemidef.mpr hP)
  clear hP
  induction h using AddSubmonoid.closure_induction with
  | mem x hx =>
    obtain ⟨B, rfl⟩ := hx
    change 0 ≤ Matrix.trace (Bᴴ * B * Q)
    rw [Matrix.trace_mul_cycle, Matrix.trace_mul_cycle]
    exact (hQ.mul_mul_conjTranspose_same B).trace_nonneg
  | zero => simp
  | add x y _ _ hx hy =>
    rw [add_mul, Matrix.trace_add]
    exact add_nonneg hx hy
```

Mathlib's description of nonnegative elements provides $P$ as a sum of terms $B^\dagger B$. The induction treats one such term, the zero matrix and the sum of two matrices; the first case is the calculation above.

It remains to see that $M$ is positive semidefinite when the cross overlaps vanish. The entries of $M$ and $DSD$ agree within the atom, where both are $S_{kl}$, and outside it, where both are zero. Between the atom and the rest, $M_{kl}=S_{kl}/2$ vanishes by assumption and $(DSD)_{kl}$ vanishes anyway. So $M=DSD$, and for every vector $x$
$$x^\dagger DSDx=(Dx)^\dagger S(Dx)\ge 0 .$$

```lean
/-- If a positive semidefinite overlap matrix does not couple the atom to the rest, the
Mulliken operator of the atom is positive semidefinite. -/
theorem mullikenOp_posSemidef {S : Matrix n n ℂ} (hS : S.PosSemidef) {A : Finset n}
    (h : ∀ i ∈ A, ∀ j ∉ A, S i j = 0) : (mullikenOp S A).PosSemidef := by
  have hD : (atomProj A)ᴴ = atomProj A := by
    unfold atomProj
    rw [Matrix.diagonal_conjTranspose]
    refine congrArg Matrix.diagonal (funext fun k => ?_)
    by_cases hk : k ∈ A <;> simp [hk]
  -- without cross overlaps the operator is the atomic block `D S D`
  have hE : mullikenOp S A = atomProj A * S * atomProj A := by
    ext k l
    rw [mullikenOp_apply]
    simp only [atomProj, Matrix.mul_diagonal, Matrix.diagonal_mul]
    by_cases hk : k ∈ A <;> by_cases hl : l ∈ A
    · simp only [hk, hl, if_true]
      ring
    · simp [h k hk l hl]
    · have h0 : S k l = 0 := by
        rw [← hS.isHermitian.apply k l, h l hl k hk, star_zero]
      simp [h0]
    · simp [hk, hl]
  have h1 := hS.mul_mul_conjTranspose_same (atomProj A)
  rw [hD] at h1
  rw [hE]
  exact h1
```

The four cases of `hE` are these comparisons of entries. The assumption is stated only for $i$ on the atom and $j$ off it, and Hermiticity gives the reversed pair.

## The criterion for all density matrices

Both directions now follow. If every positive semidefinite $P$ gives a nonnegative population, so does $P=cc^\dagger$ for the candidate orbital. Then $-|s|^2\ge 0$, hence $s=0$, and this holds for every pair $i\in A$, $j\notin A$. Conversely, if all these overlaps vanish, $M$ is positive semidefinite and $\operatorname{tr}(PM)\ge 0$.

```lean
/-- For a positive semidefinite overlap matrix, the Mulliken population of an atom is
nonnegative for every positive semidefinite density matrix exactly when all overlaps between
functions on the atom and functions off it vanish. -/
theorem population_nonneg_iff {S : Matrix n n ℂ} (hS : S.PosSemidef) (A : Finset n) :
    (∀ P : Matrix n n ℂ, P.PosSemidef → 0 ≤ population P S A) ↔
      ∀ i ∈ A, ∀ j ∉ A, S i j = 0 := by
  constructor
  · intro h i hi j hj
    have h0 := h _ (Matrix.posSemidef_vecMulVec_self_star (testOrbital S i j))
    rw [population_testOrbital hS.isHermitian hi hj] at h0
    have h1 := (Complex.le_def.mp h0).1
    simp only [Complex.zero_re, Complex.neg_re, Complex.ofReal_re] at h1
    exact Complex.normSq_eq_zero.mp
      (le_antisymm (by linarith) (Complex.normSq_nonneg _))
  · intro h P hP
    exact trace_mul_nonneg hP (mullikenOp_posSemidef hS h)
```

The hypothesis `hS` makes $S$ positive semidefinite, so linearly dependent basis sets are included. If $A$ is empty or contains every function, there are no cross overlaps and the condition holds trivially.

## Normalised orbitals suffice

The density matrices above may carry any number of electrons, with any nonnegative occupations, even ones above the Pauli limit. Let $S$ now be positive definite, and allow only one electron in an orbital with $c^\dagger Sc=1$. If some cross overlap $s$ is nonzero, the candidate orbital has $c^\dagger Mc=-|s|^2<0$, so $c\ne 0$ and $N>0$. Put $r=1/\sqrt N$. The orbital $rc$ is normalised, and
$$(rc)^\dagger M(rc)=r^2\,c^\dagger Mc=-\frac{|s|^2}{N}<0 .$$
Nonnegativity for all normalised orbitals therefore rules out every cross overlap. The other direction is a special case of the previous criterion.

```lean
/-- For a positive definite overlap matrix, the Mulliken population of an atom is nonnegative
for every normalised orbital exactly when all overlaps between functions on the atom and
functions off it vanish. -/
theorem orbital_population_nonneg_iff {S : Matrix n n ℂ} (hS : S.PosDef) (A : Finset n) :
    (∀ c : n → ℂ, star c ⬝ᵥ S *ᵥ c = 1 → 0 ≤ population (vecMulVec c (star c)) S A) ↔
      ∀ i ∈ A, ∀ j ∉ A, S i j = 0 := by
  constructor
  · intro h i hi j hj
    by_contra hne
    have hN : 0 < Complex.normSq (S i j) := Complex.normSq_pos.mpr hne
    have hpop := population_testOrbital hS.isHermitian hi hj
    rw [population_orbital] at hpop
    generalize testOrbital S i j = c at hpop
    have hc : c ≠ 0 := by
      rintro rfl
      have h2 := congrArg Complex.re hpop
      simp only [Matrix.mulVec_zero, dotProduct_zero, Complex.zero_re, Complex.neg_re,
        Complex.ofReal_re] at h2
      linarith
    obtain ⟨hq, him⟩ := Complex.lt_def.mp (hS.dotProduct_mulVec_pos hc)
    rw [Complex.zero_re] at hq
    rw [Complex.zero_im] at him
    -- rescale the orbital to unit norm
    obtain ⟨r, hr, hr2⟩ : ∃ r : ℝ, 0 < r ∧ r ^ 2 * (star c ⬝ᵥ S *ᵥ c).re = 1 := by
      refine ⟨(√(star c ⬝ᵥ S *ᵥ c).re)⁻¹, inv_pos.mpr (Real.sqrt_pos.mpr hq), ?_⟩
      rw [inv_pow, Real.sq_sqrt hq.le]
      exact inv_mul_cancel₀ hq.ne'
    have hz : star c ⬝ᵥ S *ᵥ c = ((star c ⬝ᵥ S *ᵥ c).re : ℂ) :=
      Complex.ext (by rw [Complex.ofReal_re]) (by rw [Complex.ofReal_im]; exact him.symm)
    have hstar : star (r : ℂ) = (r : ℂ) := Complex.conj_ofReal r
    have key : ∀ M : Matrix n n ℂ, star ((r : ℂ) • c) ⬝ᵥ M *ᵥ ((r : ℂ) • c) =
        (r : ℂ) ^ 2 * (star c ⬝ᵥ M *ᵥ c) := by
      intro M
      rw [star_smul, Matrix.mulVec_smul, smul_dotProduct, dotProduct_smul, hstar]
      simp only [smul_eq_mul]
      ring
    have h3 := h ((r : ℂ) • c) (by rw [key, hz]; exact_mod_cast hr2)
    have e : (r : ℂ) ^ 2 * -(Complex.normSq (S i j) : ℂ) =
        ((-(r ^ 2 * Complex.normSq (S i j)) : ℝ) : ℂ) := by
      push_cast
      ring
    rw [population_orbital, key, hpop, e] at h3
    have h4 := (Complex.le_def.mp h3).1
    rw [Complex.zero_re, Complex.ofReal_re] at h4
    have h5 : 0 < r ^ 2 * Complex.normSq (S i j) := by positivity
    linarith
  · intro h c _
    exact (population_nonneg_iff hS.posSemidef A).mpr h _
      (Matrix.posSemidef_vecMulVec_self_star c)

end

end MullikenPopulation
```

The proof obtains $N>0$ from positive definiteness, without the explicit formula for $N$. The identity `key` states that scaling the vector $c$ by the real number $r$ multiplies the quadratic form $c^\dagger Xc$ of any matrix $X$ by $r^2$. It is used twice, for $S$ to fix the norm and for $M$ to carry over the sign.

```lean
#print axioms MullikenPopulation.sum_population
-- 'MullikenPopulation.sum_population' depends on axioms: [propext, Classical.choice, Quot.sound]
#print axioms MullikenPopulation.population_nonneg_iff
-- 'MullikenPopulation.population_nonneg_iff' depends on axioms: [propext, Classical.choice, Quot.sound]
#print axioms MullikenPopulation.orbital_population_nonneg_iff
-- 'MullikenPopulation.orbital_population_nonneg_iff' depends on axioms: [propext, Classical.choice, Quot.sound]
```

## Populations above the electron number

The same argument bounds populations from above. The functions outside $A$ have the population $\operatorname{tr}(PS)-\operatorname{tr}(PM)$. Applying the criterion to them shows that the atom never receives more than all the electrons, for any positive semidefinite $P$, exactly when the same cross overlaps vanish. In the numerical example, the functions off the atom hold $14/13$ of the single electron. This corollary is derived here in prose and has no Lean proof above.

For electronic structure, the criterion says that in a finite basis with overlapping atoms a negative Mulliken contribution from a single orbital need not signal a fault. The step from there to a particular molecule remains open: its density matrix sums over the occupied orbitals, and an atom's total may be positive although some orbital would give it a negative share.
